# Equal pooled moments of orders 1 to n give n atoms equal elementary symmetric values in characteristic zero

Each of `n` atoms carries one scalar feature, a number in a field `K` of characteristic zero, and the pooled moment of order `k` is the sum of the `k`-th powers of these features. The theorem `elementary_eq_of_moments` states that if two such lists of features have equal moments of orders 1 to `n`, then their elementary symmetric values, the sums of products of `k` features from different atoms, agree for every `k` up to `n`. The proof is by strong induction on `k`, with order zero treated directly. For positive `k` it multiplies both sides by `k`, which is not zero in `K`, rewrites them with Newton's identity, and compares the two sums term by term.

The failing Lean file:

```lean
import Mathlib

open Finset Polynomial

namespace ElementaryEqOfMoments

noncomputable section

variable {K : Type*} [Field K] {n : ℕ}

/-- The pooled moment of order `k`: the sum over all atoms of the `k`-th power of the feature. -/
def moment (x : Fin n → K) (k : ℕ) : K := ∑ i, x i ^ k

/-- The elementary symmetric value of order `k`: the sum of all products of `k` features
taken from different atoms. -/
def elementary (x : Fin n → K) (k : ℕ) : K := (univ.val.map x).esymm k

/-- Newton's identities: `k` times the elementary symmetric value of order `k` is a combination
of the lower elementary symmetric values and the pooled moments. -/
theorem newton_identity (x : Fin n → K) (k : ℕ) :
    (k : K) * elementary x k = (-1) ^ (k + 1) *
      ∑ a ∈ antidiagonal k with a.1 < k,
        (-1) ^ a.1 * elementary x a.1 * moment x a.2 := by
  -- evaluate the polynomial identity at the given features
  have h := congrArg (MvPolynomial.aeval x) (MvPolynomial.mul_esymm_eq_sum (Fin n) K k)
  simp only [map_mul, map_natCast, map_pow, map_neg, map_one, map_sum,
    MvPolynomial.aeval_esymm_eq_multiset_esymm, MvPolynomial.psum, MvPolynomial.aeval_X] at h
  exact h

/-- In characteristic zero, equal moments of orders `1` to `n` give equal elementary symmetric
values of all orders up to `n`. -/
theorem elementary_eq_of_moments [CharZero K] {x y : Fin n → K}
    (h : ∀ k, 1 ≤ k → k ≤ n → moment x k = moment y k) :
    ∀ k, k ≤ n → elementary x k = elementary y k := by
  intro k
  induction k using Nat.strong_induction_on with
  | _ k ih =>
    intro hk
    rcases Nat.eq_zero_or_pos k with rfl | hpos
    · simp [elementary, Multiset.esymm]
    · -- characteristic zero allows the factor k to be cancelled
      apply mul_left_cancel₀ (Nat.cast_ne_zero.mpr hpos.ne' : (k : K) ≠ 0)
      rw [newton_identity, newton_identity]
      congr 1
      apply Finset.sum_congr rfl
      intro a ha
      rw [Finset.mem_filter, Finset.mem_antidiagonal] at ha
      obtain ⟨h1, h2⟩ := ha
      rw [ih a.1 h2 (by omega), h a.2 (by omega) (by omega)]

end

end ElementaryEqOfMoments
```

Messages:

```
Main.lean:47:29: error: Tactic `rewrite` failed: Did not find an occurrence of the pattern
  ?m.144 ∈ Finset.antidiagonal ?m.141 ?m.142 ?m.143
in the target expression
  a ∈ HasAntidiagonal.antidiagonal k ∧ a.1 < k

case h.inr.e_a
K : Type u_1
inst✝¹ : Field K
n : ℕ
inst✝ : CharZero K
x y : Fin n → K
h : ∀ (k : ℕ), 1 ≤ k → k ≤ n → moment x k = moment y k
k : ℕ
ih : ∀ m < k, m ≤ n → elementary x m = elementary y m
hk : k ≤ n
hpos : k > 0
a : ℕ × ℕ
ha : a ∈ HasAntidiagonal.antidiagonal k ∧ a.1 < k
⊢ (-1) ^ a.1 * elementary x a.1 * moment x a.2 = (-1) ^ a.1 * elementary y a.1 * moment y a.2
```

As a diff, the version that Lean accepts:

```diff
@@ -45,5 +45,5 @@
       apply Finset.sum_congr rfl
       intro a ha
-      rw [Finset.mem_filter, Finset.mem_antidiagonal] at ha
+      rw [Finset.mem_filter, Finset.HasAntidiagonal.mem_antidiagonal] at ha
       obtain ⟨h1, h2⟩ := ha
       rw [ih a.1 h2 (by omega), h a.2 (by omega) (by omega)]
```

The message says that the second rewrite at `ha` found nothing to rewrite. The first, with `Finset.mem_filter`, had worked: it split `ha` into membership of `a` in the antidiagonal and `a.1 < k`. But `Finset.mem_antidiagonal` is here a lemma about `Finset.antidiagonal`, which takes three arguments in the pattern, while `ha` contains `HasAntidiagonal.antidiagonal k`, the set of pairs with sum `k`. These are different functions despite the shared last part of their names, so the pattern doesn't match.

The diff names `Finset.HasAntidiagonal.mem_antidiagonal` instead, which is about the function in `ha` and turns the membership into `a.1 + a.2 = k`. With this equation and `a.1 < k ≤ n`, the later calls to `omega` can show that `a.2` lies between 1 and `n`, as the hypothesis on the moments requires.
